# The energy derivative of a single fermionic level's grand potential is its Fermi occupation

A single fermionic level of energy x, either empty or singly occupied, has the grand potential −T log(1 + exp((μ − x)/T)) at chemical potential μ and temperature T, with T in energy units. The theorem `hasDerivAt_level` states that for T > 0, with μ and T held fixed, the derivative of this function at x = E is the Fermi function 1/(exp((E − μ)/T) + 1). The proof differentiates by the chain rule and then shows that the derivative so obtained equals the Fermi function. For this it writes y for exp((μ − E)/T), so that the Fermi function becomes 1/(y⁻¹ + 1), and an auxiliary step `h4` is to show that this equals y/(1 + y).

In Lean, a first try:

```lean
import Mathlib

open MeasureTheory Set Filter Topology

namespace HasDerivAtLevel

noncomputable section

/-- The Fermi function at chemical potential `μ` and temperature `T ≠ 0`
(in energy units). -/
def fermi (μ T E : ℝ) : ℝ := 1 / (Real.exp ((E - μ) / T) + 1)

/-- For `T > 0`, the grand potential of a single level, as a function of the level
energy, has the Fermi function as its derivative. -/
theorem hasDerivAt_level {μ T : ℝ} (hT : 0 < T) (E : ℝ) :
    HasDerivAt (fun x => -T * Real.log (1 + Real.exp ((μ - x) / T)))
      (fermi μ T E) E := by
  have h1 : HasDerivAt (fun x => (μ - x) / T) (-1 / T) E :=
    ((hasDerivAt_id' E).const_sub μ).div_const T
  have hp : 1 + Real.exp ((μ - E) / T) ≠ 0 := by positivity
  have h2 := ((h1.exp.const_add 1).log hp).const_mul (-T)
  refine h2.congr_deriv ?_
  show -T * (Real.exp ((μ - E) / T) * (-1 / T) / (1 + Real.exp ((μ - E) / T)))
    = 1 / (Real.exp ((E - μ) / T) + 1)
  have h3 : Real.exp ((E - μ) / T) = (Real.exp ((μ - E) / T))⁻¹ := by
    rw [← Real.exp_neg]
    congr 1
    ring
  rw [h3]
  have hy := Real.exp_pos ((μ - E) / T)
  generalize Real.exp ((μ - E) / T) = y at hy ⊢
  have h4 : 1 / (y⁻¹ + 1) = y / (1 + y) := by
    rw [div_eq_div_iff (by positivity) (by positivity), mul_add,
      mul_inv_cancel₀ hy.ne']
    ring
  rw [h4]
  calc -T * (y * (-1 / T) / (1 + y)) = (T * T⁻¹) * (y / (1 + y)) := by ring
    _ = y / (1 + y) := by rw [mul_inv_cancel₀ hT.ne', one_mul]

end

end HasDerivAtLevel
```

The error:

```
Main.lean:34:6: error: Tactic `rewrite` failed: Did not find an occurrence of the pattern
  y * y⁻¹
in the target expression
  1 * 1 + 1 * y = y * (y⁻¹ + 1)

μ T : ℝ
hT : 0 < T
E : ℝ
h1 : HasDerivAt (fun x => (μ - x) / T) (-1 / T) E
hp : 1 + Real.exp ((μ - E) / T) ≠ 0
h2 :
  HasDerivAt (fun y => -T * Real.log (1 + Real.exp ((μ - y) / T)))
    (-T * (Real.exp ((μ - E) / T) * (-1 / T) / (1 + Real.exp ((μ - E) / T)))) E
h3 : Real.exp ((E - μ) / T) = (Real.exp ((μ - E) / T))⁻¹
y : ℝ
hy : 0 < y
⊢ 1 * 1 + 1 * y = y * (y⁻¹ + 1)
```

Diagnosis. The error lies in the algebra of `h4`. After `div_eq_div_iff` has cross-multiplied, the goal is `1 * (1 + y) = y * (y⁻¹ + 1)`. The next rewrite, `mul_add`, is meant to expand the right side, but with no arguments given it fits any product of the form `a * (b + c)`. It matches the left side first, which fixes `a` as `1`, `b` as `1` and `c` as `y`, and so only the left side is expanded. The message shows the result, `1 * 1 + 1 * y = y * (y⁻¹ + 1)`. The product `y * y⁻¹`, which `mul_inv_cancel₀ hy.ne'` needs, does not occur there, and the rewrite fails.

The repair writes `mul_add y`, which fixes the first factor as `y`. The left side no longer matches, and the right side becomes `y * y⁻¹ + y * 1`. Now `mul_inv_cancel₀` can replace `y * y⁻¹` by `1`, and `ring` proves the remaining `1 * (1 + y) = 1 + y * 1`.

This version goes through:

```diff
@@ -31,5 +31,5 @@
   generalize Real.exp ((μ - E) / T) = y at hy ⊢
   have h4 : 1 / (y⁻¹ + 1) = y / (1 + y) := by
-    rw [div_eq_div_iff (by positivity) (by positivity), mul_add,
+    rw [div_eq_div_iff (by positivity) (by positivity), mul_add y,
       mul_inv_cancel₀ hy.ne']
     ring
```
